# With a spectral gap of at least g above the ground state, every state orthogonal to it has mean energy at least g above the ground energy

Let `H` be a symmetric operator on a finite-dimensional real inner product space, with a unit eigenvector `u` of energy `e0`, and suppose that every eigenvector orthogonal to `u` has energy at least `e0 + g`, where `g > 0`. The theorem `gap_on_complement` extends this bound from eigenvectors to all vectors `w` orthogonal to `u`: ⟨w, H w⟩ ≥ (e0 + g)‖w‖². Since `w` need not be normalised, the mean energy of a nonzero `w` is ⟨w, H w⟩/‖w‖², and this is at least `e0 + g`. The proof expands `w` in an orthonormal eigenbasis of `H` and compares the two sides term by term. A basis vector orthogonal to `u` obeys the gap condition, and one that overlaps with `u` must be parallel to it, so it contributes nothing to `w`.

Lean 4 with Mathlib refuses this proof:

```lean
import Mathlib

open scoped InnerProductSpace

namespace GapOnComplement

noncomputable section

variable {E : Type*} [NormedAddCommGroup E] [InnerProductSpace ℝ E]

/-- The expectation value `⟨c, A c⟩` of an operator in the orbital `c`. -/
def expectation (A : E →L[ℝ] E) (c : E) : ℝ := ⟪c, A c⟫_ℝ

/-- The symmetric Hamiltonian `H` has the unit eigenvector `u` with energy `e0`, and every
eigenvector orthogonal to `u` has energy at least `e0 + g`, where `g > 0`. -/
structure IsGappedGround (H : E →L[ℝ] E) (u : E) (e0 g : ℝ) : Prop where
  symm : (H : E →ₗ[ℝ] E).IsSymmetric
  unit : ‖u‖ = 1
  eigen : H u = e0 • u
  gap_pos : 0 < g
  gap : ∀ (μ : ℝ) (v : E), v ≠ 0 → ⟪u, v⟫_ℝ = 0 → H v = μ • v → e0 + g ≤ μ

variable [FiniteDimensional ℝ E] {H : E →L[ℝ] E} {u : E} {e0 g : ℝ}

/-- For a gapped ground vector `u`, every vector `w` orthogonal to `u` satisfies
`⟨w, H w⟩ ≥ (e0 + g) ‖w‖²`. -/
theorem gap_on_complement (h : IsGappedGround H u e0 g) {w : E} (hw : ⟪u, w⟫_ℝ = 0) :
    (e0 + g) * ‖w‖ ^ 2 ≤ expectation H w := by
  have hs : ∀ x y, ⟪H x, y⟫_ℝ = ⟪x, H y⟫_ℝ := h.symm
  obtain ⟨b, lam, hb⟩ : ∃ (b : OrthonormalBasis (Fin (Module.finrank ℝ E)) ℝ E)
      (lam : Fin (Module.finrank ℝ E) → ℝ), ∀ i, H (b i) = lam i • b i :=
    ⟨h.symm.eigenvectorBasis rfl, h.symm.eigenvalues rfl, fun i => by
      simpa using h.symm.apply_eigenvectorBasis rfl i⟩
  have key : ∀ i, (e0 + g) * ⟪b i, w⟫_ℝ ^ 2 ≤ lam i * ⟪b i, w⟫_ℝ ^ 2 := by
    intro i
    by_cases hi : ⟪u, b i⟫_ℝ = 0
    · have hne : b i ≠ 0 := b.orthonormal.ne_zero i
      exact mul_le_mul_of_nonneg_right (h.gap _ _ hne hi (hb i)) (sq_nonneg _)
    · -- a basis vector overlapping with `u` has energy `e0`, hence is parallel to `u`
      have hl : lam i = e0 := by
        have h1 := hs u (b i)
        rw [h.eigen, hb, real_inner_smul_left, real_inner_smul_right] at h1
        exact (mul_right_cancel₀ hi h1).symm
      have hv : b i - ⟪u, b i⟫_ℝ • u = 0 := by
        by_contra hne
        have h2 := h.gap e0 _ hne
          (by rw [inner_sub_right, real_inner_smul_right, real_inner_self_eq_norm_sq,
                h.unit]; ring)
          (by rw [map_sub, map_smul, hb, hl, h.eigen]; module)
        linarith [h.gap_pos]
      have hz : ⟪b i, w⟫_ℝ = 0 := by
        rw [sub_eq_zero.mp hv, real_inner_smul_left, hw, mul_zero]
      simp [hz]
  unfold expectation
  rw [← real_inner_self_eq_norm_sq, ← b.sum_inner_mul_inner w w,
    ← b.sum_inner_mul_inner w (H w), Finset.mul_sum]
  refine Finset.sum_le_sum fun i _ => ?_
  have e : ⟪b i, H w⟫_ℝ = lam i * ⟪b i, w⟫_ℝ := by
    rw [← hs, hb, real_inner_smul_left]
  rw [e, real_inner_comm (b i) w]
  linarith [key i]

end

end GapOnComplement
```

Compiling this gives:

```
Main.lean:33:6: error: Type mismatch: After simplification, term
  LinearMap.IsSymmetric.apply_eigenvectorBasis h.symm rfl i
 has type
  True
but is expected to have type
  H ((⋯.eigenvectorBasis ⋯) i) = ⋯.eigenvalues ⋯ i • (⋯.eigenvectorBasis ⋯) i
```

What went wrong. The error is in the step that supplies the eigenbasis, where each basis vector must be shown to satisfy the eigenvalue equation. The lemma `apply_eigenvectorBasis` says just that, but `simpa using` simplifies the lemma's statement before comparing it with the goal. The lemma is itself a `simp` rule, so `simp` uses it to rewrite its own statement to `True`, and nothing is left to prove the goal with.

The same rule does not close the goal, because the goal applies `H` as a continuous linear map, while the lemma is about `H` coerced to a plain linear map, and the rule's left-hand side does not match the goal as written.

The repair replaces `simpa using` with `exact`, which hands over the lemma unsimplified. Lean then only has to check that the two statements agree by definition, which they do, since the coerced map takes the same values as `H`.

The change, after which it compiles:

```diff
@@ -31,5 +31,5 @@
       (lam : Fin (Module.finrank ℝ E) → ℝ), ∀ i, H (b i) = lam i • b i :=
     ⟨h.symm.eigenvectorBasis rfl, h.symm.eigenvalues rfl, fun i => by
-      simpa using h.symm.apply_eigenvectorBasis rfl i⟩
+      exact h.symm.apply_eigenvectorBasis rfl i⟩
   have key : ∀ i, (e0 + g) * ⟪b i, w⟫_ℝ ^ 2 ≤ lam i * ⟪b i, w⟫_ℝ ^ 2 := by
     intro i
```
